# At zero external momentum, a product of two or more Euclidean propagators with distinct positive masses integrates over squared loop momentum to a sum of logarithms

## From a loop diagram to a radial integral

When a convergent scalar one-loop diagram with several lines of distinct positive masses is evaluated at zero external momentum in two or four dimensions, its radial integral is a weighted sum of logarithms of the squared masses. Let x = k² be the squared Euclidean loop momentum and M_i > 0 the squared mass of line i. With unit numerators, the integrand is

P(x) = ∏_i 1/(x + M_i).

After the angular integration, the measure is π dx in two dimensions and π² x dx in four. The constant prefactors are left out below. Such integrals enter low-energy effective couplings in quantum field theory; the formulas here cover scalar loops with pairwise distinct masses.

## The two formulas

Define w_i = 1/∏_{j≠i}(M_j − M_i). For at least two lines,

∫₀^∞ P(x) dx = −∑_i w_i log M_i,

and for at least three lines,

∫₀^∞ x P(x) dx = ∑_i w_i M_i log M_i.

In Lean, `s` is the finite set of lines and `M` assigns each line its squared mass, as a number in a fixed unit. `Set.InjOn M s` says that the masses are distinct, `hpos` that they are positive, and `s.card` counts the lines. The product over `s.erase i` runs over j ≠ i. Both `loop_integral` and `loop_integral_four_dim` state integrability on `Ioi 0`, the range x > 0, together with the value.

Positive squared masses describe massive particles and keep the poles x = −M_i off the integration range. Equal masses, massless lines, external momenta and divergent loops are not covered. The Wick rotation and the angular integration are taken as already done.

## Partial fractions and a vanishing sum

The polynomial ∑_i ∏_{j≠i}(y − M_j)/(M_i − M_j) has degree below the number of lines and equals 1 at every M_i, so it is 1 everywhere. Setting y = −x and dividing by ∏_j(x + M_j) gives

P(x) = ∑_i w_i/(x + M_i).

Now remove a line k. The remaining weights are w_i(M_k − M_i), and their partial fractions at x = −M_k read

w_k = ∑_{i≠k} w_i(M_k − M_i)/(M_i − M_k) = −∑_{i≠k} w_i.

Hence ∑_i w_i = 0 for two or more lines. With three or more, the same result holds after removing k, so

0 = ∑_i w_i(M_k − M_i) = −∑_i w_i M_i.

## The primitive at infinity

Let F(x) = ∑_i w_i log(x + M_i), so that F′ = P. Because the weights sum to zero,

F(x) = ∑_i w_i[log(x + M_i) − log x] → 0 as x → ∞.

The integral up to R is F(R) − F(0), which tends to −F(0) = −∑_i w_i log M_i. Since P ≥ 0, this finite limit also gives integrability.

For the four-dimensional measure,

x P(x) = ∑_i w_i − ∑_i w_i M_i/(x + M_i) = −∑_i w_i M_i/(x + M_i).

The coefficients −w_i M_i again sum to zero, and the same argument gives the second formula.

For two lines with positive squared masses a ≠ b, the first formula becomes

∫₀^∞ dx/[(x + a)(x + b)] = (log b − log a)/(b − a).

## The Lean file

```lean
import Mathlib

open Filter Topology MeasureTheory Set

namespace ZeroMomentumLoop

noncomputable section

variable {ι : Type*} [DecidableEq ι]

/-- The product of Euclidean propagators `1 / (x + M i)` of the lines in `s`, at squared loop
momentum `x` and zero external momentum. -/
def propagatorProduct (s : Finset ι) (M : ι → ℝ) (x : ℝ) : ℝ :=
  ∏ i ∈ s, (x + M i)⁻¹

/-- The weight of line `i`: the inverse product of the differences between the other squared
masses and its own. -/
def weight (s : Finset ι) (M : ι → ℝ) (i : ι) : ℝ :=
  (∏ j ∈ s.erase i, (M j - M i))⁻¹

/-- For at least one line, distinct squared masses and `x` away from the poles `-M i`, the product
of propagators is a weighted sum of single propagators. -/
theorem propagatorProduct_eq_sum (s : Finset ι) (M : ι → ℝ) (hM : Set.InjOn M s)
    (hs : s.Nonempty) (x : ℝ) (hx : ∀ i ∈ s, x + M i ≠ 0) :
    propagatorProduct s M x = ∑ i ∈ s, weight s M i * (x + M i)⁻¹ := by
  -- the Lagrange basis polynomials add up to one; evaluate them at `-x`
  have h := congrArg (Polynomial.eval (-x)) (Lagrange.sum_basis hM hs)
  rw [Polynomial.eval_finsetSum, Polynomial.eval_one] at h
  rw [← mul_one (propagatorProduct s M x), ← h, Finset.mul_sum]
  refine Finset.sum_congr rfl fun i hi => ?_
  have hb : Polynomial.eval (-x) (Lagrange.basis s M i)
      = weight s M i * ∏ j ∈ s.erase i, (x + M j) := by
    rw [weight, Lagrange.basis, Polynomial.eval_prod, ← Finset.prod_inv_distrib,
      ← Finset.prod_mul_distrib]
    refine Finset.prod_congr rfl fun j _ => ?_
    simp only [Lagrange.basisDivisor, Polynomial.eval_mul, Polynomial.eval_C,
      Polynomial.eval_sub, Polynomial.eval_X]
    rw [← neg_sub (M j) (M i), inv_neg]
    ring
  have hp : ∏ j ∈ s.erase i, (x + M j) ≠ 0 :=
    Finset.prod_ne_zero_iff.2 fun j hj => hx j (Finset.mem_of_mem_erase hj)
  have hq := inv_mul_cancel₀ hp
  rw [hb, propagatorProduct, ← Finset.mul_prod_erase s (fun i => (x + M i)⁻¹) hi,
    Finset.prod_inv_distrib]
  linear_combination ((x + M i)⁻¹ * weight s M i) * hq

/-- For distinct squared masses, removing line `k` from the loop multiplies the weight of another
line `i` by `M k - M i`. -/
theorem weight_mul_sub (s : Finset ι) (M : ι → ℝ) (hM : Set.InjOn M s) {k i : ι}
    (hk : k ∈ s) (hi : i ∈ s.erase k) :
    weight s M i * (M k - M i) = weight (s.erase k) M i := by
  have hik : i ≠ k := Finset.ne_of_mem_erase hi
  have hne : M k - M i ≠ 0 := sub_ne_zero.2 fun h =>
    hik (hM (Finset.mem_coe.2 (Finset.mem_of_mem_erase hi)) (Finset.mem_coe.2 hk) h.symm)
  have hk' : k ∈ s.erase i := Finset.mem_erase.2 ⟨hik.symm, hk⟩
  unfold weight
  rw [← Finset.mul_prod_erase (s.erase i) (fun j => M j - M i) hk',
    Finset.erase_right_comm, mul_inv, mul_right_comm, inv_mul_cancel₀ hne, one_mul]

/-- With at least two lines of distinct squared masses the weights add up to zero. -/
theorem sum_weight (s : Finset ι) (M : ι → ℝ) (hM : Set.InjOn M s) (hs : 2 ≤ s.card) :
    ∑ i ∈ s, weight s M i = 0 := by
  obtain ⟨k, hk⟩ : s.Nonempty := Finset.card_pos.1 (by omega)
  have ht : (s.erase k).Nonempty :=
    Finset.card_pos.1 (by rw [Finset.card_erase_of_mem hk]; omega)
  have hne : ∀ i ∈ s.erase k, -M k + M i ≠ 0 := fun i hi h =>
    Finset.ne_of_mem_erase hi (hM (Finset.mem_coe.2 (Finset.mem_of_mem_erase hi))
      (Finset.mem_coe.2 hk) (by linarith))
  -- partial fractions of the remaining lines, taken at the pole of line `k`
  have hp := propagatorProduct_eq_sum (s.erase k) M
    (hM.mono (Finset.coe_subset.2 (Finset.erase_subset k s))) ht (-M k) hne
  have hl : propagatorProduct (s.erase k) M (-M k) = weight s M k := by
    simp only [propagatorProduct, weight, Finset.prod_inv_distrib, neg_add_eq_sub]
  rw [← Finset.add_sum_erase s (weight s M) hk, ← hl, hp, ← Finset.sum_add_distrib]
  refine Finset.sum_eq_zero fun i hi => ?_
  rw [← weight_mul_sub s M hM hk hi]
  linear_combination (-weight s M i) * mul_inv_cancel₀ (hne i hi)

/-- With at least three lines of distinct squared masses, the weights multiplied by the squared
masses also add up to zero. -/
theorem sum_weight_mul_mass (s : Finset ι) (M : ι → ℝ) (hM : Set.InjOn M s)
    (hs : 3 ≤ s.card) : ∑ i ∈ s, weight s M i * M i = 0 := by
  obtain ⟨k, hk⟩ : s.Nonempty := Finset.card_pos.1 (by omega)
  have h1 := sum_weight s M hM (by omega)
  have h2 := sum_weight (s.erase k) M
    (hM.mono (Finset.coe_subset.2 (Finset.erase_subset k s)))
    (by rw [Finset.card_erase_of_mem hk]; omega)
  have h3 : ∑ i ∈ s, weight s M i * (M k - M i) = 0 := by
    rw [← Finset.add_sum_erase s (fun i => weight s M i * (M k - M i)) hk]
    simp only [sub_self, mul_zero, zero_add]
    exact (Finset.sum_congr rfl fun i hi => weight_mul_sub s M hM hk hi).trans h2
  simp only [mul_sub, Finset.sum_sub_distrib] at h3
  rw [← Finset.sum_mul, h1] at h3
  linarith

omit [DecidableEq ι] in
/-- On `x > 0`, a nonnegative integrand that is a sum of single propagators with positive squared
masses and coefficients adding up to zero is integrable, and its integral is minus the same
combination of `log (M i)`. -/
theorem integral_of_sum_propagators (s : Finset ι) (M c : ι → ℝ) (f : ℝ → ℝ)
    (hpos : ∀ i ∈ s, 0 < M i) (hc : ∑ i ∈ s, c i = 0)
    (hf : ∀ x, 0 ≤ x → f x = ∑ i ∈ s, c i * (x + M i)⁻¹) (hf0 : ∀ x, 0 < x → 0 ≤ f x) :
    IntegrableOn f (Ioi 0) ∧ ∫ x in Ioi 0, f x = -∑ i ∈ s, c i * Real.log (M i) := by
  -- the logarithmic primitive vanishes at infinity
  have hlim : Tendsto (fun x : ℝ => ∑ i ∈ s, c i * Real.log (x + M i)) atTop (𝓝 0) := by
    have h : Tendsto (fun x : ℝ => ∑ i ∈ s, c i * (Real.log (x + M i) - Real.log x)) atTop
        (𝓝 (∑ i ∈ s, c i * 0)) :=
      tendsto_finsetSum s fun i _ =>
        (Real.tendsto_log_comp_add_sub_log (M i)).const_mul (c i)
    simp only [mul_zero, Finset.sum_const_zero] at h
    refine h.congr fun x => ?_
    simp only [mul_sub, Finset.sum_sub_distrib]
    rw [← Finset.sum_mul, hc]
    ring
  have hder : ∀ x ∈ Ici (0 : ℝ),
      HasDerivAt (fun x : ℝ => ∑ i ∈ s, c i * Real.log (x + M i)) (f x) x := by
    intro x hx
    have hx0 : 0 ≤ x := hx
    rw [hf x hx0]
    refine HasDerivAt.fun_sum fun i hi => ?_
    have hne : x + M i ≠ 0 := (add_pos_of_nonneg_of_pos hx0 (hpos i hi)).ne'
    have h := (((hasDerivAt_id' x).add_const (M i)).log hne).const_mul (c i)
    simpa only [one_div] using h
  refine ⟨integrableOn_Ioi_deriv_of_nonneg' hder (fun x hx => hf0 x hx) hlim, ?_⟩
  rw [integral_Ioi_of_hasDerivAt_of_nonneg' hder (fun x hx => hf0 x hx) hlim]
  simp only [zero_add, zero_sub]

/-- Zero-momentum loop with at least two distinct positive squared masses: the product of
propagators is integrable over `x > 0`, with the stated sum of logarithms as its integral. -/
theorem loop_integral (s : Finset ι) (M : ι → ℝ) (hM : Set.InjOn M s)
    (hpos : ∀ i ∈ s, 0 < M i) (hs : 2 ≤ s.card) :
    IntegrableOn (propagatorProduct s M) (Ioi 0) ∧
      ∫ x in Ioi 0, propagatorProduct s M x
        = -∑ i ∈ s, Real.log (M i) / ∏ j ∈ s.erase i, (M j - M i) := by
  have h := integral_of_sum_propagators s M (weight s M) (propagatorProduct s M) hpos
    (sum_weight s M hM hs)
    (fun x hx => propagatorProduct_eq_sum s M hM (Finset.card_pos.1 (by omega)) x
      fun i hi => (add_pos_of_nonneg_of_pos hx (hpos i hi)).ne')
    (fun x hx => Finset.prod_nonneg fun i hi => inv_nonneg.2 (add_pos hx (hpos i hi)).le)
  refine ⟨h.1, h.2.trans (congrArg Neg.neg (Finset.sum_congr rfl fun i _ => ?_))⟩
  rw [weight, div_eq_mul_inv, mul_comm]

/-- The same loop with the four-dimensional radial measure `x dx` and at least three distinct
positive squared masses: it converges to a weighted sum of `M i * log (M i)`. -/
theorem loop_integral_four_dim (s : Finset ι) (M : ι → ℝ) (hM : Set.InjOn M s)
    (hpos : ∀ i ∈ s, 0 < M i) (hs : 3 ≤ s.card) :
    IntegrableOn (fun x => x * propagatorProduct s M x) (Ioi 0) ∧
      ∫ x in Ioi 0, x * propagatorProduct s M x
        = ∑ i ∈ s, M i * Real.log (M i) / ∏ j ∈ s.erase i, (M j - M i) := by
  have h := integral_of_sum_propagators s M (fun i => -(weight s M i * M i))
    (fun x => x * propagatorProduct s M x) hpos
    (by rw [Finset.sum_neg_distrib, sum_weight_mul_mass s M hM hs, neg_zero])
    (fun x hx => by
      have hne : ∀ i ∈ s, x + M i ≠ 0 := fun i hi =>
        (add_pos_of_nonneg_of_pos hx (hpos i hi)).ne'
      -- the constant parts of `x / (x + M i)` cancel in the weighted sum
      have e : ∑ i ∈ s, x * (weight s M i * (x + M i)⁻¹)
          = ∑ i ∈ s, (weight s M i + -(weight s M i * M i) * (x + M i)⁻¹) :=
        Finset.sum_congr rfl fun i hi => by
          linear_combination weight s M i * mul_inv_cancel₀ (hne i hi)
      show x * propagatorProduct s M x = _
      rw [propagatorProduct_eq_sum s M hM (Finset.card_pos.1 (by omega)) x hne,
        Finset.mul_sum, e, Finset.sum_add_distrib, sum_weight s M hM (by omega), zero_add])
    (fun x hx => mul_nonneg hx.le
      (Finset.prod_nonneg fun i hi => inv_nonneg.2 (add_pos hx (hpos i hi)).le))
  refine ⟨h.1, h.2.trans ?_⟩
  rw [← Finset.sum_neg_distrib]
  refine Finset.sum_congr rfl fun i _ => ?_
  rw [weight, div_eq_mul_inv]
  ring

/-- The integral over `x > 0` of two propagators with different positive squared masses `a` and `b`
equals the difference quotient of the logarithm between them. -/
theorem two_mass_loop (a b : ℝ) (ha : 0 < a) (hb : 0 < b) (hab : a ≠ b) :
    ∫ x in Ioi (0 : ℝ), (x + a)⁻¹ * (x + b)⁻¹ = (Real.log b - Real.log a) / (b - a) := by
  have hinj : Set.InjOn ![a, b] (Finset.univ : Finset (Fin 2)) := by
    intro i _ j _ h
    fin_cases i <;> fin_cases j <;> simp_all
  have hpos : ∀ i ∈ (Finset.univ : Finset (Fin 2)), 0 < ![a, b] i := by
    intro i _
    fin_cases i <;> simp [ha, hb]
  have h := (loop_integral Finset.univ ![a, b] hinj hpos (by simp)).2
  have e0 : (Finset.univ : Finset (Fin 2)).erase 0 = {1} := by decide
  have e1 : (Finset.univ : Finset (Fin 2)).erase 1 = {0} := by decide
  simp only [propagatorProduct, Fin.sum_univ_two, Fin.prod_univ_two, e0, e1,
    Finset.prod_singleton, Matrix.cons_val_zero, Matrix.cons_val_one] at h
  rw [h, ← neg_sub b a, div_neg]
  ring

end

end ZeroMomentumLoop
```

```lean
#print axioms ZeroMomentumLoop.loop_integral
-- 'ZeroMomentumLoop.loop_integral' depends on axioms: [propext, Classical.choice, Quot.sound]
#print axioms ZeroMomentumLoop.loop_integral_four_dim
-- 'ZeroMomentumLoop.loop_integral_four_dim' depends on axioms: [propext, Classical.choice, Quot.sound]
#print axioms ZeroMomentumLoop.two_mass_loop
-- 'ZeroMomentumLoop.two_mass_loop' depends on axioms: [propext, Classical.choice, Quot.sound]
```

## How the proof follows the calculation

`propagatorProduct_eq_sum` evaluates Mathlib's identity `Lagrange.sum_basis` at −x. `weight_mul_sub` is the rule for removing a line; `sum_weight` and `sum_weight_mul_mass` use it to obtain the two vanishing sums.

The analysis sits in `integral_of_sum_propagators`, for general coefficients `c` with zero sum and a nonnegative integrand. There `hlim` is the limit of the primitive and `hder` its derivative; Mathlib's half-line theorems then supply integrability and the value. The two loop theorems insert the coefficients w_i and −w_i M_i. `two_mass_loop` specialises the first to two lines.

## Momentum vectors and nearly equal masses

The integral could also be modelled over momentum vectors in Euclidean space. Polar coordinates would reduce it to the radial integral, and the factors π in two dimensions and π² in four would appear in the results.

In a numerical routine, the formula becomes a short loop over the array of squared masses. Nearly equal masses produce large weights of opposite sign and a loss of digits. For the first formula with just two lines, of close squared masses a and b, `log1p((b-a)/a)/(b-a)` avoids subtracting two nearly equal logarithms; at b = a the code needs the limit 1/a.
